# The p² singlet repulsion matrix for $F_2>0$: eigenvalues $F_0+10F_2$ once and $F_0+F_2$ five times

A. Conventions first. Two electrons occupy the real orbitals $p_x,p_y,p_z$, which share one radial function. There are six singlet configurations: the closed shells $xx,yy,zz$ and the normalised open-shell singlets $xy,xz,yz$. In chemists' notation for repulsion integrals, set $J=(xx|xx)$, $L=(xx|yy)$, $K=(xy|xy)$. A closed shell has energy $J$, two closed shells couple through $K$, and an open-shell singlet has energy $L+K$. All other elements vanish by reflection in the coordinate planes. The common one-electron energy is dropped. For atomic p orbitals
$$J=F_0+4F_2,\qquad L=F_0-2F_2,\qquad K=3F_2,$$
with $F_0=F^0$ and $F_2=F^2/25$ in terms of the radial Slater integrals $F^k$. The hypothesis $F_2>0$ stands for the positivity of $F^2$, an integral of two radial densities against a positive kernel.

```lean
import Mathlib

open Matrix Polynomial Module

namespace PSquaredSingletMatrix

noncomputable section

/-- Repulsion among the three closed-shell configurations xx, yy, zz: the Coulomb integral `J`
on the diagonal and the exchange integral `K` off the diagonal. -/
def closedBlock (J K : ℝ) : Matrix (Fin 3) (Fin 3) ℝ := !![J, K, K; K, J, K; K, K, J]

/-- The 6 by 6 repulsion matrix on the p² singlet configurations: the closed-shell block, and
`L + K` times the identity on the three open-shell singlets xy, xz, yz. -/
def singletMatrix (J L K : ℝ) : Matrix (Fin 3 ⊕ Fin 3) (Fin 3 ⊕ Fin 3) ℝ :=
  fromBlocks (closedBlock J K) 0 0 ((L + K) • (1 : Matrix (Fin 3) (Fin 3) ℝ))

/-- The singlet matrix with the integrals written in Slater-Condon parameters:
`J = F0 + 4 F2`, `L = F0 - 2 F2`, `K = 3 F2`. -/
def slaterMatrix (F0 F2 : ℝ) : Matrix (Fin 3 ⊕ Fin 3) (Fin 3 ⊕ Fin 3) ℝ :=
  singletMatrix (F0 + 4 * F2) (F0 - 2 * F2) (3 * F2)

/-- The unnormalised combination xx + yy + zz of the closed-shell configurations. -/
def symmState : Fin 3 ⊕ Fin 3 → ℝ := Sum.elim 1 0
```

Q. I see no orbitals, no spin and no $1/r_{12}$ in these definitions.

A. Correct. The matrix elements and the three expressions in $F_0,F_2$ are postulated, not derived from integrals, and `F0`, `F2` are free real numbers. The index type `Fin 3 ⊕ Fin 3` has six elements: `Sum.inl` of $0,1,2$ stands for $xx,yy,zz$, and `Sum.inr` of $0,1,2$ for $xy,xz,yz$. The two zeros in `fromBlocks` are the missing coupling between closed and open shells. I write $H(J,L,K)$ for `singletMatrix` and $H$ for `slaterMatrix`. The vector `symmState` is $s=(1,1,1,0,0,0)$, that is $xx+yy+zz$; the normalised state is $\hat s=s/\sqrt3$.

Q. Then show me the spectrum by hand, for arbitrary $J,L,K$.

A. Call the closed block $B$ and the variable $\lambda$. In $\det(\lambda-B)$ add the second and third rows to the first. Every entry of that row becomes $\lambda-J-2K$, so this factor comes out and leaves a row of ones. Adding $K$ times that row to each of the others turns them into $(0,\lambda-J+K,0)$ and $(0,0,\lambda-J+K)$. Hence
$$\det(\lambda-B)=(\lambda-J-2K)(\lambda-J+K)^2 .$$
The open block contributes $(\lambda-L-K)^3$, and the determinant of a block-diagonal matrix is the product. Lean expands the $3\times3$ determinant with `det_fin_three` and lets `ring` confirm the factorisation; `X` is $\lambda$ and `C` embeds a number as a constant polynomial. `Matrix.charpoly_fromBlocks_zero₂₁` supplies the product rule.

```lean
/-- The characteristic polynomial of the closed-shell block has the factor for `J + 2K` once
and the factor for `J - K` twice. -/
theorem charpoly_closedBlock (J K : ℝ) :
    (closedBlock J K).charpoly = (X - C (J + 2 * K)) * (X - C (J - K)) ^ 2 := by
  rw [Matrix.charpoly, det_fin_three]
  simp [closedBlock, map_ofNat]
  ring

/-- For arbitrary integrals the characteristic polynomial of the singlet matrix has the factors
for `J + 2K`, `J - K` and `L + K` to the powers one, two and three. -/
theorem charpoly_singletMatrix (J L K : ℝ) :
    (singletMatrix J L K).charpoly =
      (X - C (J + 2 * K)) * (X - C (J - K)) ^ 2 * (X - C (L + K)) ^ 3 := by
  have hopen : ((L + K) • (1 : Matrix (Fin 3) (Fin 3) ℝ)).charpoly = (X - C (L + K)) ^ 3 := by
    rw [Matrix.charpoly, det_fin_three]
    simp [one_apply]
    ring
  -- closed and open shells do not mix, so the determinant factorises
  rw [singletMatrix, Matrix.charpoly_fromBlocks_zero₂₁, charpoly_closedBlock, hopen]
```

Q. A factorised polynomial is not yet a list of levels with degeneracies. What carries "twice" and "three times"?

A. The device on which the count turns is `roots`, which returns a `Multiset`: an unordered list in which a root is repeated according to its multiplicity. The braces in `roots_singletMatrix` therefore do not merge equal entries, and the statement stays true when levels coincide. The lemma `roots_multiset_prod_X_sub_C` says that the product of $\lambda-a$ over the entries $a$ of a multiset has exactly that multiset as roots. The proof uses it backwards, rewriting the six claimed values as the roots of such a product. Then `congr 1` reduces the goal to an equality of two polynomials, which `ring` closes. Six real roots exhaust the degree, so no eigenvalue is missing.

```lean
/-- For arbitrary integrals the eigenvalues of the singlet matrix, listed with multiplicity, are
`J + 2K`, twice `J - K` and three times `L + K`. -/
theorem roots_singletMatrix (J L K : ℝ) :
    (singletMatrix J L K).charpoly.roots =
      {J + 2 * K, J - K, J - K, L + K, L + K, L + K} := by
  rw [← roots_multiset_prod_X_sub_C
    ({J + 2 * K, J - K, J - K, L + K, L + K, L + K} : Multiset ℝ), charpoly_singletMatrix]
  congr 1
  simp only [Multiset.insert_eq_cons, Multiset.map_cons, Multiset.prod_cons,
    Multiset.map_singleton, Multiset.prod_singleton]
  ring
```

Q. The fivefold level could be something you built in by the shape of the matrix.

A. The shape alone gives the pattern $1+2+3$. `fivefold_iff` says that some value $E$ occurs at least five times exactly when $J-K=L+K$. Without the twofold level at most $1+3=4$ roots can equal $E$, without the threefold level at most $1+2=3$, so $E$ must equal both. In Lean these are `h1` and `h2`, where `split_ifs` enumerates the coincidences and `omega` does the counting. The Slater-Condon values meet the condition: $J-K=F_0+F_2=L+K$, while $J+2K=F_0+10F_2$. Physically, $J=L+2K$ is the relation that full rotational symmetry imposes beyond cubic symmetry.

```lean
/-- The singlet matrix has an eigenvalue of multiplicity at least five exactly when the
integrals satisfy `J - K = L + K`. -/
theorem fivefold_iff (J L K : ℝ) :
    (∃ E : ℝ, 5 ≤ (singletMatrix J L K).charpoly.roots.count E) ↔ J - K = L + K := by
  rw [roots_singletMatrix]
  simp only [Multiset.insert_eq_cons, Multiset.count_cons, Multiset.count_singleton]
  constructor
  · rintro ⟨E, hE⟩
    -- five out of 1 + 2 + 3 needs both the twofold and the threefold level
    have h1 : E = J - K := by
      by_contra h
      rw [if_neg h] at hE
      split_ifs at hE <;> omega
    have h2 : E = L + K := by
      by_contra h
      rw [if_neg h] at hE
      split_ifs at hE <;> omega
    rw [← h1, ← h2]
  · intro h
    refine ⟨L + K, ?_⟩
    rw [if_pos h.symm, if_pos rfl]
    split_ifs <;> omega
```

Q. Roots of a polynomial are algebra. A physicist counts independent states.

A. Take a coefficient vector $v$. The $xx$ row of $Hv$ is
$$(F_0+4F_2)v_{xx}+3F_2(v_{yy}+v_{zz})=(F_0+F_2)v_{xx}+3F_2\,(s\cdot v),$$
likewise for $yy$ and $zz$, and an open-shell row is $(F_0+F_2)$ times its component. So
$$Hv=(F_0+F_2)v+3F_2\,(s\cdot v)\,s,$$
or $H=(F_0+F_2)\mathbb 1+9F_2\,\hat s\hat s^{T}$, because $s\cdot s=3$. Lean checks the six rows one at a time after `ext (i | i)` and `fin_cases i`.

```lean
/-- With Slater-Condon integrals the matrix acts as `F0 + F2` times the identity plus `3 F2`
times the overlap with xx + yy + zz, along that same vector. -/
theorem slaterMatrix_mulVec (F0 F2 : ℝ) (v : Fin 3 ⊕ Fin 3 → ℝ) :
    slaterMatrix F0 F2 *ᵥ v = (F0 + F2) • v + (3 * F2 * (symmState ⬝ᵥ v)) • symmState := by
  ext (i | i) <;> fin_cases i <;>
    simp [slaterMatrix, singletMatrix, closedBlock, symmState, mulVec, dotProduct,
      Fintype.sum_sum_type, Fin.sum_univ_three, one_apply] <;>
    first | ring1 | (left; ring1)

/-- The vector xx + yy + zz has squared length three and is nonzero. -/
theorem symmState_norm : symmState ⬝ᵥ symmState = 3 ∧ symmState ≠ 0 := by
  constructor
  · simp [symmState, dotProduct, Fintype.sum_sum_type]
  · intro h
    have := congrFun h (Sum.inl 0)
    simp [symmState] at this
```

Now let $F_2\neq0$. The equation $Hv=(F_0+F_2)v$ reduces to $3F_2(s\cdot v)s=0$, and since $s\neq0$ this means $s\cdot v=0$; `add_eq_left` and `smul_eq_zero` are these two steps.

```lean
/-- For nonzero `F2` a vector solves the eigenvalue equation with energy `F0 + F2` exactly when
it is orthogonal to xx + yy + zz. -/
theorem lower_level_iff {F0 F2 : ℝ} (hF : F2 ≠ 0) (v : Fin 3 ⊕ Fin 3 → ℝ) :
    slaterMatrix F0 F2 *ᵥ v = (F0 + F2) • v ↔ symmState ⬝ᵥ v = 0 := by
  rw [slaterMatrix_mulVec, add_eq_left, smul_eq_zero]
  simp [hF, symmState_norm.2]
```

The equation $Hv=(F_0+10F_2)v$ reduces to $9F_2\,v=3F_2(s\cdot v)s$, so $v=\tfrac13(s\cdot v)s$. That rearrangement is `key`, and `smul_right_injective` cancels the gap $9F_2$. Conversely, $v=cs$ with real $c$ has $s\cdot v=3c$, so $Hv=(F_0+F_2+9F_2)\,cs$.

```lean
/-- For nonzero `F2` a vector solves the eigenvalue equation with energy `F0 + 10 F2` exactly
when it is a multiple of xx + yy + zz. -/
theorem upper_level_iff {F0 F2 : ℝ} (hF : F2 ≠ 0) (v : Fin 3 ⊕ Fin 3 → ℝ) :
    slaterMatrix F0 F2 *ᵥ v = (F0 + 10 * F2) • v ↔ ∃ c : ℝ, c • symmState = v := by
  rw [slaterMatrix_mulVec]
  constructor
  · intro h
    refine ⟨(symmState ⬝ᵥ v) / 3, ?_⟩
    have h9 : (9 * F2 : ℝ) ≠ 0 := mul_ne_zero (by norm_num) hF
    -- the gap 9 F2 between the two levels can be cancelled
    have key : (9 * F2) • (((symmState ⬝ᵥ v) / 3) • symmState) = (9 * F2) • v := by
      linear_combination (norm := module) h
    exact smul_right_injective _ h9 key
  · rintro ⟨c, rfl⟩
    rw [dotProduct_smul, symmState_norm.1, smul_eq_mul]
    module
```

Q. Read me the final statement in words.

A. For real $F_0$ and $F_2>0$, `singlet_spectrum` has four parts. The roots of the characteristic polynomial of $H$ are $F_0+10F_2$ followed by five copies of $F_0+F_2$. The value $F_0+F_2$ is strictly the lower. The space of solutions of $Hv=(F_0+10F_2)v$ has dimension one, and that of $Hv=(F_0+F_2)v$ dimension five; `toLin'` reads the matrix as a linear map and `finrank` is the dimension. The first part substitutes the three sums `h1`, `h2`, `h3` into the general list, and the second is $9F_2>0$. For the third, the eigenspace is the span of the nonzero vector $s$. For the fourth, it is the kernel of the functional `φ`, $v\mapsto s\cdot v$. This functional is onto $\mathbb R$, since $(t/3)s$ maps to any given $t$, and rank-nullity gives $6-1=5$.

```lean
/-- For `F2 > 0` the eigenvalues of the p² singlet matrix are `F0 + 10 F2` once and the lower
value `F0 + F2` five times, with eigenspaces of dimensions one and five. -/
theorem singlet_spectrum {F0 F2 : ℝ} (hF : 0 < F2) :
    (slaterMatrix F0 F2).charpoly.roots = (F0 + 10 * F2) ::ₘ Multiset.replicate 5 (F0 + F2) ∧
    F0 + F2 < F0 + 10 * F2 ∧
    finrank ℝ (End.eigenspace (toLin' (slaterMatrix F0 F2)) (F0 + 10 * F2)) = 1 ∧
    finrank ℝ (End.eigenspace (toLin' (slaterMatrix F0 F2)) (F0 + F2)) = 5 := by
  refine ⟨?_, by linarith, ?_, ?_⟩
  · have h1 : F0 + 4 * F2 + 2 * (3 * F2) = F0 + 10 * F2 := by ring
    have h2 : F0 + 4 * F2 - 3 * F2 = F0 + F2 := by ring
    have h3 : F0 - 2 * F2 + 3 * F2 = F0 + F2 := by ring
    rw [slaterMatrix, roots_singletMatrix, h1, h2, h3]
    rfl
  · -- the upper eigenspace is the line through xx + yy + zz
    have h : End.eigenspace (toLin' (slaterMatrix F0 F2)) (F0 + 10 * F2)
        = Submodule.span ℝ {symmState} := by
      ext v
      rw [End.mem_eigenspace_iff, toLin'_apply, upper_level_iff hF.ne',
        Submodule.mem_span_singleton]
    rw [h, finrank_span_singleton symmState_norm.2]
  · -- the lower eigenspace is the kernel of the overlap functional
    let φ : (Fin 3 ⊕ Fin 3 → ℝ) →ₗ[ℝ] ℝ :=
      { toFun := fun v => symmState ⬝ᵥ v
        map_add' := fun v w => dotProduct_add symmState v w
        map_smul' := fun c v => by simp [dotProduct_smul] }
    have h : End.eigenspace (toLin' (slaterMatrix F0 F2)) (F0 + F2) = LinearMap.ker φ := by
      ext v
      rw [End.mem_eigenspace_iff, toLin'_apply, lower_level_iff hF.ne', LinearMap.mem_ker]
      rfl
    have hr : LinearMap.range φ = ⊤ := by
      refine LinearMap.range_eq_top.2 fun t => ⟨(t / 3) • symmState, ?_⟩
      show symmState ⬝ᵥ ((t / 3) • symmState) = t
      rw [dotProduct_smul, symmState_norm.1, smul_eq_mul]
      ring
    have h6 : finrank ℝ (Fin 3 ⊕ Fin 3 → ℝ) = 6 := by simp
    have hrn := LinearMap.finrank_range_add_finrank_ker φ
    rw [hr, finrank_top, finrank_self, h6] at hrn
    rw [h]
    omega

end

end PSquaredSingletMatrix
```

```lean
#print axioms PSquaredSingletMatrix.fivefold_iff
#print axioms PSquaredSingletMatrix.singlet_spectrum
```

```
'PSquaredSingletMatrix.fivefold_iff' depends on axioms: [propext, Classical.choice, Quot.sound]
'PSquaredSingletMatrix.singlet_spectrum' depends on axioms: [propext, Classical.choice, Quot.sound]
```

Q. You have avoided saying $^1S$ and $^1D$.

A. Those are the physical names: $\hat s$ is the $^1S$ term, and the five-dimensional space, with orthonormal basis $(xx-yy)/\sqrt2$, $(2zz-xx-yy)/\sqrt6$, $xy$, $xz$, $yz$, is $^1D$. No angular momentum operator is defined, however, so the term labels, this explicit basis and all remarks on rotational symmetry and on calculations are physics added to the theorems, not content of them. The result gives the splitting $9F_2$ of the p² singlets within the subshell occupation p² alone, with one frozen radial function and without spin-orbit coupling, triplets or mixing with other subshell occupations.

Q. Where would I meet this in a calculation?

A. In a configuration interaction with two electrons in three degenerate p orbitals. A code with spin-adapted configurations builds this $6\times6$ block, up to the core and one-electron energy on the diagonal. A determinant code restricted to zero spin projection has nine determinants, and three triplet components appear in addition at $L-K=F_0-5F_2$. Among the singlet roots, diagonalisation should return one that lies above five equal ones by $3K=9F_2$. If the orbitals keep cubic but not spherical symmetry, the matrix still has the form $H(J,L,K)$, and the five roots split into two and three whenever $J\neq L+2K$, at a distance $|J-L-2K|$.
